# The nonsingular Mielnik potentials: asymmetric supersymmetric partners of the harmonic oscillator

Let \(c\) be real with \(|c|>\sqrt\pi/2\), and set
\[
e(x)=\int_0^x \exp(-s^2)\,ds,\quad D=c+e,\quad \varphi=\frac{\exp(-x^2)}{D},\quad W=x+\varphi .
\]
Then \(D\) has no zero, and
\[
W^2+W'=x^2+1,\qquad W^2-W'=V:=x^2-1-2\varphi' .
\]
The potential \(V\) is not even. The function \(\psi=\exp(-x^2/2)/D\) satisfies \(\psi'+W\psi=0\) and \(\int\psi^2=\sqrt\pi/(c^2-\pi/4)\).

## Two Hamiltonians from one superpotential

In units \(\hbar=2m=1\), the product \((d/dx+W)(-d/dx+W)\) is \(-d^2/dx^2+x^2+1\), a shifted oscillator. The reverse order gives \(-d^2/dx^2+V\), with \(\psi\) as a zero-energy state. The condition on \(c\) keeps \(D\) away from zero, so \(V\) has no poles.

For a one-dimensional, single-particle eigenvalue solver, this family supplies a test potential without reflection symmetry whose zero-energy state is known in closed form.

## The Riccati identities and the zero-energy state

The function \(e\) is odd, increasing and tends to \(\sqrt\pi/2\). Hence \(|e|\le\sqrt\pi/2<|c|\) and \(D\ne0\). Write \(g=\exp(-x^2)\), so \(D'=g\) and
\[
\varphi'=\frac{-2xgD-g^2}{D^2}=-2x\varphi-\varphi^2 .
\]
With \(W^2=x^2+2x\varphi+\varphi^2\) and \(W'=1-2x\varphi-\varphi^2\), the sum is \(x^2+1\) and the difference is \(x^2-1+4x\varphi+2\varphi^2=V\).

For the zero-energy state,
\[
\psi'=-x\psi-\frac{g}{D}\psi=-W\psi,\qquad \psi^2=\frac{g}{D^2}=\left(-\frac1D\right)' .
\]
Since \(|D|\ge|c|-\sqrt\pi/2>0\), \(\psi^2\) is bounded by a multiple of \(g\) and is integrable. The limits of \(D\) give
\[
\int\psi^2=\frac1{c-\sqrt\pi/2}-\frac1{c+\sqrt\pi/2}=\frac{\sqrt\pi}{c^2-\pi/4}.
\]

## Failure of reflection symmetry

Let \(p=\varphi(x)=g/(c+e)\) and \(q=\varphi(-x)=g/(c-e)\). If \(V(-x)=V(x)\), then \((q-p)(q+p)=2x(q+p)\). Since \(p+q=2cg/(c^2-e^2)\ne0\), we get \(q-p=2x\), that is,
\[
x(c^2-e^2)=g\,e .
\]
At \(x=1/(c^2-\pi/4)\) the left side is at least 1, because \(e^2\le\pi/4\). The right side is below 1, because \(g\le1\) and \(e\le\sqrt\pi/2<1\). This excludes a reflection about \(0\), which is what the Lean theorem states. A reflection about another point \(a\) is excluded by the behaviour at large \(|x|\): since \(\varphi'\to0\) there, \(V(2a-x)-V(x)\) differs from \(4a(a-x)\) by a term that tends to zero, so it cannot vanish for all \(x\) unless \(a=0\).

## Carrying oscillator solutions across

Suppose \(-f''+(x^2+1)f=Ef\), and let \(u=-f'+Wf\). Substituting for \(f''\) and \(W'=x^2+1-W^2\),
\[
u'=-f''+W'f+Wf'=Ef-Wu .
\]
Thus \((d/dx+W)u=Ef\). Differentiating again,
\[
u''=Ef'-W'u-W(Ef-Wu)=(W^2-W')u-Eu,
\]
so \(-u''+Vu=Eu\).

## The case \(c=1\), and other superpotentials

For \(c=1\), \(\int\psi^2\approx8.26\), so the normalised state is \(\psi/2.87\). With \(e(1)\approx0.747\), one finds \(\varphi(1)\approx0.211\) and \(\varphi(-1)\approx1.453\), hence \(V(1)\approx0.93\) and \(V(-1)\approx-1.59\).

The same quotient rule works for any differentiable \(W_0\) in place of \(x\): put \(g=\exp(-2\int_0^xW_0)\), \(D=c+\int_0^xg\) and \(\varphi=g/D\). Wherever \(D\ne0\), \(W_0+\varphi\) has the same \(W^2+W'\) as \(W_0\).

## What the Lean statements say

`gaussInt`, `denom`, `shift`, `superpotential`, `potential` and `groundState` are \(e,D,\varphi,W,V,\psi\), all real functions; `groundState` is unnormalised. `lower` and `raise` are \(d/dx+W\) and \(-d/dx+W\), which connect the two Hamiltonians and are not ladder operators within one of them.

`mielnik_family` collects the opening claims except the norm, which is in `groundState_norm`. `raise_solution` assumes that `f` and `deriv f` are differentiable and that the oscillator equation holds for a real `E`. It is a statement about differential equations: neither the square integrability of \(u\) nor the completeness of the resulting spectrum is part of it.

```lean
import Mathlib

open Real MeasureTheory Filter Topology

namespace MielnikFamily

noncomputable section

/-- The Gaussian integral from `0` to `x`. -/
def gaussInt (x : ℝ) : ℝ := ∫ s in (0 : ℝ)..x, Real.exp (-s ^ 2)

/-- The denominator `D(x) = c + ∫₀ˣ exp(-s²) ds`. -/
def denom (c x : ℝ) : ℝ := c + gaussInt x

/-- The deformation `φ = exp(-x²) / D` of the oscillator superpotential. -/
def shift (c x : ℝ) : ℝ := Real.exp (-x ^ 2) / denom c x

/-- The superpotential `W = x + φ`. -/
def superpotential (c x : ℝ) : ℝ := x + shift c x

/-- The Mielnik potential `x² - 1 - 2φ'`. -/
def potential (c x : ℝ) : ℝ := x ^ 2 - 1 - 2 * deriv (shift c) x

/-- The function `ψ = exp(-x²/2) / D`. -/
def groundState (c x : ℝ) : ℝ := Real.exp (-x ^ 2 / 2) / denom c x

/-- The first-order operator `d/dx + W`. -/
def lower (c : ℝ) (f : ℝ → ℝ) (x : ℝ) : ℝ := deriv f x + superpotential c x * f x

/-- The first-order operator `-d/dx + W`. -/
def raise (c : ℝ) (f : ℝ → ℝ) (x : ℝ) : ℝ := -deriv f x + superpotential c x * f x

/-- The derivative of the Gaussian integral is the Gaussian. -/
theorem gaussInt_hasDerivAt (x : ℝ) : HasDerivAt gaussInt (Real.exp (-x ^ 2)) x := by
  have hc : Continuous (fun s : ℝ => Real.exp (-s ^ 2)) := by fun_prop
  exact (hc.integral_hasStrictDerivAt 0 x).hasDerivAt

/-- The Gaussian integral is an odd function of its upper limit. -/
theorem gaussInt_neg (x : ℝ) : gaussInt (-x) = -gaussInt x := by
  have h := intervalIntegral.integral_comp_neg (a := 0) (b := x)
    (fun s : ℝ => Real.exp (-s ^ 2))
  simp only [neg_sq, neg_zero] at h
  unfold gaussInt
  rw [h]
  exact intervalIntegral.integral_symm _ _

/-- The Gaussian integral tends to `√π/2` at infinity. -/
theorem gaussInt_tendsto : Tendsto gaussInt atTop (𝓝 (√π / 2)) := by
  have hint : Integrable (fun s : ℝ => Real.exp (-s ^ 2)) := by
    simpa using integrable_exp_neg_mul_sq (one_pos : (0 : ℝ) < 1)
  have h : Tendsto gaussInt atTop (𝓝 (∫ s in Set.Ioi (0 : ℝ), Real.exp (-s ^ 2))) :=
    intervalIntegral_tendsto_integral_Ioi (0 : ℝ) hint.integrableOn tendsto_id
  have hv := integral_gaussian_Ioi 1
  simp only [neg_mul, one_mul, div_one] at hv
  rwa [hv] at h

/-- The Gaussian integral never exceeds `√π/2` in absolute value. -/
theorem abs_gaussInt_le (x : ℝ) : |gaussInt x| ≤ √π / 2 := by
  have hm : Monotone gaussInt :=
    monotone_of_deriv_nonneg (fun y => (gaussInt_hasDerivAt y).differentiableAt)
      (fun y => by rw [(gaussInt_hasDerivAt y).deriv]; positivity)
  have h1 := hm.ge_of_tendsto gaussInt_tendsto x
  have h2 := hm.ge_of_tendsto gaussInt_tendsto (-x)
  rw [gaussInt_neg] at h2
  exact abs_le.2 ⟨by linarith, h1⟩

/-- For `|c| > √π/2` the denominator `D` has no zero on the real line. -/
theorem denom_ne_zero {c : ℝ} (hc : √π / 2 < |c|) (x : ℝ) : denom c x ≠ 0 := by
  intro h
  have h1 : c = -gaussInt x := by unfold denom at h; linarith
  have h2 := abs_gaussInt_le x
  rw [h1, abs_neg] at hc
  linarith

/-- For `|c| > √π/2` the deformation obeys the Riccati equation `φ' = -2xφ - φ²`. -/
theorem shift_hasDerivAt {c : ℝ} (hc : √π / 2 < |c|) (x : ℝ) :
    HasDerivAt (shift c) (-2 * x * shift c x - shift c x ^ 2) x := by
  have hg : HasDerivAt (fun y : ℝ => Real.exp (-y ^ 2)) (-2 * x * Real.exp (-x ^ 2)) x :=
    (hasDerivAt_pow 2 x).fun_neg.exp.congr_deriv (by
      show Real.exp (-x ^ 2) * (-(((2 : ℕ) : ℝ) * x ^ 1)) = _
      push_cast
      ring)
  have hD : HasDerivAt (denom c) (Real.exp (-x ^ 2)) x := (gaussInt_hasDerivAt x).const_add c
  have alg : ∀ g d : ℝ, d ≠ 0 →
      (-2 * x * g * d - g * g) / d ^ 2 = -2 * x * (g / d) - (g / d) ^ 2 := by
    intro g d hd
    field_simp
  exact (hg.fun_div hD (denom_ne_zero hc x)).congr_deriv (alg _ _ (denom_ne_zero hc x))

/-- For `|c| > √π/2` the Mielnik potential is not an even function of position. -/
theorem potential_not_even {c : ℝ} (hc : √π / 2 < |c|) :
    ∃ x, potential c (-x) ≠ potential c x := by
  have hs := Real.sq_sqrt pi_pos.le
  have hδ : 0 < c ^ 2 - π / 4 := by
    have := mul_pos (sub_pos.2 hc) (by positivity : 0 < |c| + √π / 2)
    nlinarith [this, sq_abs c]
  have hc0 : c ≠ 0 := by
    rintro rfl
    nlinarith [pi_pos]
  -- evenness already fails at the point x = 1 / (c² - π/4)
  obtain ⟨x, hx0, hx⟩ : ∃ x : ℝ, 0 < x ∧ x * (c ^ 2 - π / 4) = 1 :=
    ⟨(c ^ 2 - π / 4)⁻¹, inv_pos.2 hδ, inv_mul_cancel₀ hδ.ne'⟩
  refine ⟨x, fun h => ?_⟩
  rw [potential, potential, (shift_hasDerivAt hc (-x)).deriv,
    (shift_hasDerivAt hc x).deriv] at h
  have hp : shift c x * (c + gaussInt x) = Real.exp (-x ^ 2) :=
    div_mul_cancel₀ _ (denom_ne_zero hc x)
  have hq : shift c (-x) * (c - gaussInt x) = Real.exp (-x ^ 2) := by
    have h0 := denom_ne_zero hc (-x)
    rw [denom, gaussInt_neg, ← sub_eq_add_neg] at h0
    rw [shift, denom, gaussInt_neg, neg_sq, ← sub_eq_add_neg, div_mul_cancel₀ _ h0]
  have hg : 0 < Real.exp (-x ^ 2) := Real.exp_pos _
  have hg1 : Real.exp (-x ^ 2) ≤ 1 := Real.exp_le_one_iff.2 (neg_nonpos.2 (sq_nonneg x))
  have he2 : gaussInt x ^ 2 ≤ π / 4 := by
    obtain ⟨h1, h2⟩ := abs_le.1 (abs_gaussInt_le x)
    nlinarith [mul_nonneg (sub_nonneg.2 h1) (sub_nonneg.2 h2)]
  generalize shift c x = p at *
  generalize shift c (-x) = q at *
  generalize gaussInt x = e at *
  generalize Real.exp (-x ^ 2) = g at *
  have hsum : p + q ≠ 0 := by
    intro h0
    have h1 : 2 * c * g = 0 := by
      linear_combination (c ^ 2 - e ^ 2) * h0 - (c - e) * hp - (c + e) * hq
    exact mul_ne_zero (mul_ne_zero two_ne_zero hc0) hg.ne' h1
  have hdiff : q - p = 2 * x := mul_left_cancel₀ hsum (by linear_combination h / 2)
  have key : x * (c ^ 2 - e ^ 2) = g * e := by
    linear_combination -(c ^ 2 - e ^ 2) / 2 * hdiff + (c + e) / 2 * hq - (c - e) / 2 * hp
  -- the left side is at least 1, the right side is below 1
  have h1 : 1 ≤ x * (c ^ 2 - e ^ 2) := by
    nlinarith [mul_nonneg hx0.le (sub_nonneg.2 he2)]
  have he1 : e < 1 := by nlinarith [Real.pi_lt_d2]
  have h2 := mul_lt_mul_of_pos_left he1 hg
  linarith

/-- For `|c| > √π/2` the function `ψ` is square integrable, with `∫ ψ² = √π / (c² - π/4)`. -/
theorem groundState_norm {c : ℝ} (hc : √π / 2 < |c|) :
    Integrable (fun x => groundState c x ^ 2) ∧
      ∫ x, groundState c x ^ 2 = √π / (c ^ 2 - π / 4) := by
  have hD : ∀ x, HasDerivAt (denom c) (Real.exp (-x ^ 2)) x :=
    fun x => (gaussInt_hasDerivAt x).const_add c
  have hsq : (fun x => groundState c x ^ 2) = fun x => Real.exp (-x ^ 2) / denom c x ^ 2 := by
    funext x
    have : Real.exp (-x ^ 2 / 2) ^ 2 = Real.exp (-x ^ 2) := by
      rw [sq (Real.exp _), ← Real.exp_add]
      congr 1
      ring
    rw [groundState, div_pow, this]
  have hcont : Continuous (denom c) :=
    continuous_iff_continuousAt.2 fun x => (hD x).continuousAt
  have hδ : 0 < |c| - √π / 2 := sub_pos.2 hc
  have hint : Integrable (fun x => Real.exp (-x ^ 2) / denom c x ^ 2) := by
    have hgauss : Integrable (fun s : ℝ => Real.exp (-s ^ 2)) := by
      simpa using integrable_exp_neg_mul_sq (one_pos : (0 : ℝ) < 1)
    refine (hgauss.div_const ((|c| - √π / 2) ^ 2)).mono' ?_ (Eventually.of_forall fun x => ?_)
    · exact (Continuous.div (by fun_prop) (hcont.pow 2)
        fun x => pow_ne_zero 2 (denom_ne_zero hc x)).aestronglyMeasurable
    · have hb : |c| - √π / 2 ≤ |denom c x| := by
        have h1 := abs_sub_abs_le_abs_sub c (-gaussInt x)
        rw [abs_neg, sub_neg_eq_add] at h1
        have h2 := abs_gaussInt_le x
        unfold denom
        linarith
      rw [Real.norm_of_nonneg (by positivity), ← sq_abs (denom c x)]
      exact div_le_div_of_nonneg_left (Real.exp_pos _).le (pow_pos hδ 2)
        (pow_le_pow_left₀ hδ.le hb 2)
  rw [hsq]
  refine ⟨hint, ?_⟩
  have hprod : c ^ 2 - π / 4 = (c + √π / 2) * (c + -(√π / 2)) := by
    linear_combination (1 / 4 : ℝ) * Real.sq_sqrt pi_pos.le
  have hne : (c + √π / 2) * (c + -(√π / 2)) ≠ 0 := by
    have := mul_pos hδ (by positivity : 0 < |c| + √π / 2)
    nlinarith [this, sq_abs c]
  have h1 := left_ne_zero_of_mul hne
  have h2 := right_ne_zero_of_mul hne
  have htop : Tendsto (denom c) atTop (𝓝 (c + √π / 2)) := gaussInt_tendsto.const_add c
  have hbot : Tendsto (denom c) atBot (𝓝 (c + -(√π / 2))) := by
    have h := (gaussInt_tendsto.comp tendsto_neg_atBot_atTop).neg
    exact (h.congr fun x => by simp [gaussInt_neg]).const_add c
  -- the density is the derivative of -1/D
  have hF : ∀ x, HasDerivAt (fun y => -1 / denom c y)
      (Real.exp (-x ^ 2) / denom c x ^ 2) x := fun x =>
    ((hasDerivAt_const x (-1 : ℝ)).fun_div (hD x) (denom_ne_zero hc x)).congr_deriv
      (by congr 1; ring)
  rw [integral_of_hasDerivAt_of_tendsto hF hint (tendsto_const_nhds.div hbot h2)
    (tendsto_const_nhds.div htop h1), hprod, div_sub_div _ _ h1 h2]
  congr 1
  ring

/-- The Mielnik family: for `|c| > √π/2`, `D` has no zero, `W² + W' = x² + 1`,
`W² - W' = x² - 1 - 2φ'` is not even, and `ψ` is differentiable, square integrable and
annihilated by `d/dx + W`. -/
theorem mielnik_family {c : ℝ} (hc : √π / 2 < |c|) :
    (∀ x, denom c x ≠ 0) ∧
    (∀ x, superpotential c x ^ 2 + deriv (superpotential c) x = x ^ 2 + 1) ∧
    (∀ x, superpotential c x ^ 2 - deriv (superpotential c) x = potential c x) ∧
    (∃ x, potential c (-x) ≠ potential c x) ∧
    Differentiable ℝ (groundState c) ∧
    Integrable (fun x => groundState c x ^ 2) ∧
    (∀ x, lower c (groundState c) x = 0) := by
  have hW : ∀ x, HasDerivAt (superpotential c)
      (1 + (-2 * x * shift c x - shift c x ^ 2)) x :=
    fun x => (hasDerivAt_id' x).fun_add (shift_hasDerivAt hc x)
  have hψ : ∀ x, HasDerivAt (groundState c) (-(superpotential c x * groundState c x)) x := by
    intro x
    have hh : HasDerivAt (fun y : ℝ => Real.exp (-y ^ 2 / 2)) (-x * Real.exp (-x ^ 2 / 2)) x :=
      ((hasDerivAt_pow 2 x).fun_neg.div_const 2).exp.congr_deriv (by
        show Real.exp (-x ^ 2 / 2) * (-(((2 : ℕ) : ℝ) * x ^ 1) / 2) = _
        push_cast
        ring)
    have hD : HasDerivAt (denom c) (Real.exp (-x ^ 2)) x :=
      (gaussInt_hasDerivAt x).const_add c
    have alg : ∀ h g d : ℝ, d ≠ 0 →
        (-x * h * d - h * g) / d ^ 2 = -((x + g / d) * (h / d)) := by
      intro h g d hd
      field_simp
      ring
    exact (hh.fun_div hD (denom_ne_zero hc x)).congr_deriv (alg _ _ _ (denom_ne_zero hc x))
  refine ⟨denom_ne_zero hc, fun x => ?_, fun x => ?_, potential_not_even hc,
    fun x => (hψ x).differentiableAt, (groundState_norm hc).1, fun x => ?_⟩
  · rw [(hW x).deriv, superpotential]
    ring
  · rw [(hW x).deriv, superpotential, potential, (shift_hasDerivAt hc x).deriv]
    ring
  · rw [lower, (hψ x).deriv]
    ring

/-- Let `|c| > √π/2`. If `f` is twice differentiable and solves `-f'' + (x² + 1) f = E f`, then `g =
(-d/dx + W) f` solves the Schrödinger equation of the Mielnik potential with the same `E`, and
`(d/dx + W) g = E f`. -/
theorem raise_solution {c : ℝ} (hc : √π / 2 < |c|) {E : ℝ} {f : ℝ → ℝ}
    (hf : Differentiable ℝ f) (hf' : Differentiable ℝ (deriv f))
    (hE : ∀ x, -deriv (deriv f) x + (x ^ 2 + 1) * f x = E * f x) (x : ℝ) :
    -deriv (deriv (raise c f)) x + potential c x * raise c f x = E * raise c f x ∧
      lower c (raise c f) x = E * f x := by
  have hW : ∀ x, HasDerivAt (superpotential c) (x ^ 2 + 1 - superpotential c x ^ 2) x :=
    fun x => ((hasDerivAt_id' x).fun_add (shift_hasDerivAt hc x)).congr_deriv
      (by simp only [superpotential]; ring)
  have hf2 : ∀ x, HasDerivAt (deriv f) ((x ^ 2 + 1 - E) * f x) x :=
    fun x => (hf' x).hasDerivAt.congr_deriv (by linear_combination -(hE x))
  -- first derivative of g, with f'' eliminated by the oscillator equation
  have hg : ∀ x, HasDerivAt (raise c f) (E * f x - superpotential c x * raise c f x) x :=
    fun x => ((hf2 x).fun_neg.fun_add ((hW x).fun_mul (hf x).hasDerivAt)).congr_deriv
      (by simp only [raise]; ring)
  have hdg : deriv (raise c f) = fun y => E * f y - superpotential c y * raise c f y :=
    funext fun y => (hg y).deriv
  have hg2 := ((hf x).hasDerivAt.const_mul E).fun_sub ((hW x).fun_mul (hg x))
  constructor
  · rw [hdg, hg2.deriv, potential, (shift_hasDerivAt hc x).deriv]
    simp only [raise, superpotential]
    ring
  · rw [lower, (hg x).deriv]
    ring

end

end MielnikFamily
```

```lean
#print axioms MielnikFamily.potential_not_even
-- 'MielnikFamily.potential_not_even' depends on axioms: [propext, Classical.choice, Quot.sound]
#print axioms MielnikFamily.mielnik_family
-- 'MielnikFamily.mielnik_family' depends on axioms: [propext, Classical.choice, Quot.sound]
#print axioms MielnikFamily.raise_solution
-- 'MielnikFamily.raise_solution' depends on axioms: [propext, Classical.choice, Quot.sound]
```

## How the proof follows the calculation

`gaussInt_hasDerivAt`, `gaussInt_neg` and `gaussInt_tendsto` supply the derivative, oddness and limit of \(e\). `abs_gaussInt_le` combines them into the bound, and `denom_ne_zero` follows. `shift_hasDerivAt` is the quotient rule, with `field_simp` clearing the denominators.

In `potential_not_even`, `generalize` replaces the function values by the numbers \(p,q,e,g\). The `linear_combination` steps then derive `hsum`, `hdiff` and `key`, the three relations used above, and `nlinarith` supplies the estimates that contradict `key`.

`groundState_norm` proves integrability by domination with a Gaussian, then applies the fundamental theorem on the whole line to \(-1/D\). In `mielnik_family`, `hW` and `hψ` hold the derivatives of \(W\) and \(\psi\), and `ring` finishes the identities. In `raise_solution`, whose docstring writes \(g\) for the function \(u\), `hg` is the formula \(u'=Ef-Wu\); differentiating it once more gives `hg2` and the Schrödinger equation for \(u\).
